# With all active occupations as references, core holes and virtual electrons decide membership in a multireference CI space

An uncontracted multireference CI expansion with single and double excitations should contain every determinant of the required symmetry that lies within two replacements of at least one reference. Suppose a selection routine adds up a determinant's empty core spin orbitals and its occupied virtual ones, and rejects totals above two. It then discards determinants with two core holes and two virtual electrons, although two replacements, each from core to virtual, produce them from a reference. Comparing with one fixed reference also rejects too much, because another reference may be closer. Comparing with all of them is correct, but there can be very many.

When the references comprise every distribution of a fixed number of electrons over the active spin orbitals, two separate counts suffice.

## The larger count is the distance

Let $C$ and $A$ be disjoint finite sets of core and active spin orbitals; all others are virtual. A reference $R$ fills $C$, has no virtual electrons and holds $n$ active electrons, with $n\le |A|$. Here "core" means filled in every reference but open to excitation, which is often called inactive; it is not a frozen core.

Let $S$ be a determinant with $|S|=|C|+n$ electrons, and write
$$h=|C\setminus S|,\qquad p=|S\setminus(C\cup A)|,\qquad m=|S\cap A|$$
for its core holes, virtual electrons and active electrons. The claim is that some reference lies within $k$ replacements of $S$ exactly when $h\le k$ and $p\le k$.

**Replacements.** If $|R|=|S|$, then
$$|R\setminus S|=|R|-|R\cap S|=|S|-|R\cap S|=|S\setminus R|.$$
Moving one electron from $i\in R$ to $a\notin R$ gives $R'$ with $S\setminus R\subseteq\{a\}\cup(S\setminus R')$, so one replacement lowers $|S\setminus R|$ by at most one. Conversely, if $R\ne S$, choosing $i\in R\setminus S$ and $a\in S\setminus R$ lowers it by exactly one. Hence $S$ is within $k$ replacements of $R$ exactly when $|R|=|S|$ and $|S\setminus R|\le k$.

**Electron balance.** Counting the electrons of $S$ by class gives $|S|=(|C|-h)+m+p$. With $|S|=|C|+n$ this becomes $m-n=h-p$.

**Lower bound.** Since $C\subseteq R$, we have $C\setminus S\subseteq R\setminus S$, so $h\le|R\setminus S|=|S\setminus R|$. Since $R\subseteq C\cup A$, every virtual electron of $S$ lies in $S\setminus R$, so $p\le|S\setminus R|$. Every reference is therefore at least $\max(h,p)$ replacements away.

**Attaining it.** Take $R=C\cup T$ with $T\subseteq A$ and $|T|=n$.

- If $m\le n$, choose $T\supseteq S\cap A$, which is possible because $n\le|A|$. Only virtual electrons of $S$ are missing from $R$, so $|S\setminus R|=p$.
- If $m\ge n$, choose $T\subseteq S\cap A$. Only core orbitals of $R$ are missing from $S$, so $|S\setminus R|=|R\setminus S|=h$.

By the balance, $p\ge h$ in the first case and $h\ge p$ in the second. The smallest distance is $\max(h,p)$, and it is at most $k$ exactly when both counts are.

## Determinants as sets of occupied spin orbitals

In Lean 4 with Mathlib:

```lean
import Mathlib

open Finset

namespace MultireferenceCI
```

The type `ι` labels the spin orbitals. Only the core and active sets are stored, and they must be finite and disjoint. The virtual space is whatever remains, and it may be infinite.

```lean
/-- A division of the spin orbitals into core, active and virtual ones: core and active are
disjoint finite sets, and every remaining spin orbital is virtual. -/
structure OrbitalPartition (ι : Type*) where
  core : Finset ι
  active : Finset ι
  disj : Disjoint core active
```

A determinant is a `Finset ι`, the finite set of its occupied spin orbitals. Phases, expansion coefficients and energies play no part. The core holes of `S` form the set whose size was called $h$.

```lean
variable {ι : Type*} [DecidableEq ι]

/-- The core spin orbitals left empty by the determinant `S`. -/
def OrbitalPartition.coreHoles (P : OrbitalPartition ι) (S : Finset ι) : Finset ι :=
  P.core \ S
```

The virtual electrons, counted by $p$, are the occupied spin orbitals outside both stored sets.

```lean
/-- The virtual spin orbitals occupied in the determinant `S`. -/
def OrbitalPartition.virtualElectrons (P : OrbitalPartition ι) (S : Finset ι) : Finset ι :=
  S \ (P.core ∪ P.active)
```

The three conditions on a reference are a filled core, no virtual electrons and exactly `n` active electrons. Every determinant that meets them counts as a reference.

```lean
/-- A reference determinant fills the core, leaves the virtual spin orbitals empty and holds
`n` active electrons. -/
def OrbitalPartition.IsReference (P : OrbitalPartition ι) (n : ℕ) (R : Finset ι) : Prop :=
  P.core ⊆ R ∧ R ⊆ P.core ∪ P.active ∧ (R ∩ P.active).card = n
```

Distance is defined through actual moves. With zero replacements allowed, the determinants must coincide. With `k + 1` allowed, either they already coincide or one electron moves and at most `k` replacements follow. The letter `a` denotes any spin orbital empty in the current determinant, not necessarily a virtual one as in the usual excitation notation.

```lean
/-- `S` is reached from `R` by at most `k` replacements, each of which moves one electron from
an occupied spin orbital `i` to an empty spin orbital `a`. -/
def WithinReplacements : ℕ → Finset ι → Finset ι → Prop
  | 0, R, S => R = S
  | k + 1, R, S => R = S ∨ ∃ i ∈ R, ∃ a ∉ R, WithinReplacements k (insert a (R.erase i)) S
```

## From moves to a count

In the next lemma, "holes" and "particles" are relative to the pair `R`, `S`: a particle is an orbital occupied in `S` and empty in `R`. The proof splits each determinant into its common part and its remainder, and `omega` compares the sizes.

```lean
/-- Between two determinants with equal electron number there are as many holes as particles. -/
theorem card_holes_eq_card_particles {R S : Finset ι} (h : R.card = S.card) :
    (R \ S).card = (S \ R).card := by
  have e1 := card_sdiff_add_card_inter R S
  have e2 := card_sdiff_add_card_inter S R
  rw [inter_comm S R] at e2
  omega
```

The following theorem replaces the recursive definition by a count. The induction on `k` keeps `R` general, because each move changes the starting determinant. In the forward direction, the inclusion `hsub` says that one move removes at most one particle. In the backward direction, unequal determinants of equal size supply a particle `a` and a hole `i`; the second `hsub` shows that moving the electron from `i` to `a` removes that particle and creates no new one.

```lean
/-- `S` lies within `k` replacements of `R` exactly when both have the same electron number and
at most `k` spin orbitals occupied in `S` are empty in `R`. -/
theorem withinReplacements_iff (k : ℕ) (R S : Finset ι) :
    WithinReplacements k R S ↔ R.card = S.card ∧ (S \ R).card ≤ k := by
  induction k generalizing R with
  | zero =>
    rw [WithinReplacements]
    constructor
    · rintro rfl
      simp
    · rintro ⟨hc, h⟩
      have h0 : S \ R = ∅ := card_eq_zero.mp (by omega)
      exact (eq_of_subset_of_card_le (sdiff_eq_empty_iff_subset.mp h0) hc.le).symm
  | succ k ih =>
    -- a replacement conserves the electron number
    have hcard : ∀ i ∈ R, ∀ a ∉ R, (insert a (R.erase i)).card = R.card := by
      intro i hi a ha
      rw [card_insert_of_notMem (fun h => ha (mem_of_mem_erase h)), card_erase_add_one hi]
    rw [WithinReplacements]
    constructor
    · rintro (rfl | ⟨i, hi, a, ha, h⟩)
      · simp
      · obtain ⟨hc, hk⟩ := (ih _).mp h
        have hsub : S \ R ⊆ insert a (S \ insert a (R.erase i)) := by
          intro x hx
          simp only [mem_sdiff, mem_insert, mem_erase] at hx ⊢
          tauto
        have h1 := card_le_card hsub
        have h2 := card_insert_le a (S \ insert a (R.erase i))
        exact ⟨(hcard i hi a ha).symm.trans hc, by omega⟩
    · rintro ⟨hc, hk⟩
      by_cases h : R = S
      · exact Or.inl h
      · -- otherwise one hole and one particle can be removed together
        have hp : (S \ R).Nonempty := by
          rw [nonempty_iff_ne_empty]
          intro h0
          exact h (eq_of_subset_of_card_le (sdiff_eq_empty_iff_subset.mp h0) hc.le).symm
        have hh : (R \ S).Nonempty := by
          rw [nonempty_iff_ne_empty]
          intro h0
          exact h (eq_of_subset_of_card_le (sdiff_eq_empty_iff_subset.mp h0) hc.ge)
        obtain ⟨a, ha'⟩ := hp
        obtain ⟨i, hi'⟩ := hh
        have ha := mem_sdiff.mp ha'
        have hi := mem_sdiff.mp hi'
        refine Or.inr ⟨i, hi.1, a, ha.2, (ih _).mpr ⟨(hcard i hi.1 a ha.2).trans hc, ?_⟩⟩
        have hsub : S \ insert a (R.erase i) ⊆ (S \ R).erase a := by
          intro x hx
          simp only [mem_sdiff, mem_insert, mem_erase] at hx ⊢
          refine ⟨fun e => hx.2 (Or.inl e), hx.1, fun hR => hx.2 (Or.inr ⟨?_, hR⟩)⟩
          intro e
          exact hi.2 (e ▸ hx.1)
        have h1 := card_le_card hsub
        rw [card_erase_of_mem ha'] at h1
        omega
```

## Counting electrons by orbital class

The balance holds for every determinant, whatever its electron number. It is written with sums on both sides, which avoids subtraction of natural numbers. The proof splits `S` into its parts inside and outside the core and active spaces, and the core into its filled and empty parts.

```lean
/-- Electron balance: the electrons of `S` plus its core holes equal the core size plus the
active and virtual electrons of `S`. -/
theorem electron_balance (P : OrbitalPartition ι) (S : Finset ι) :
    S.card + (P.coreHoles S).card =
      P.core.card + (S ∩ P.active).card + (P.virtualElectrons S).card := by
  have h1 := card_sdiff_add_card_inter S (P.core ∪ P.active)
  have h2 := card_sdiff_add_card_inter P.core S
  have hd : Disjoint (S ∩ P.core) (S ∩ P.active) :=
    P.disj.mono inter_subset_right inter_subset_right
  rw [inter_union_distrib_left, card_union_of_disjoint hd] at h1
  rw [inter_comm P.core S] at h2
  unfold OrbitalPartition.coreHoles OrbitalPartition.virtualElectrons
  omega
```

It follows that a determinant is a reference exactly when it has $|C|+n$ electrons, no core hole and no virtual electron. A count of zero is translated into a set inclusion, and the balance supplies the remaining number, either the total or the active electrons.

```lean
/-- The references with `n` active electrons are exactly the determinants with `n` electrons
more than the core size, no core hole and no virtual electron. -/
theorem isReference_iff (P : OrbitalPartition ι) (n : ℕ) (S : Finset ι) :
    P.IsReference n S ↔ S.card = P.core.card + n ∧
      (P.coreHoles S).card = 0 ∧ (P.virtualElectrons S).card = 0 := by
  have hb := electron_balance P S
  have h1 : (P.coreHoles S).card = 0 ↔ P.core ⊆ S := by
    rw [OrbitalPartition.coreHoles, card_eq_zero, sdiff_eq_empty_iff_subset]
  have h2 : (P.virtualElectrons S).card = 0 ↔ S ⊆ P.core ∪ P.active := by
    rw [OrbitalPartition.virtualElectrons, card_eq_zero, sdiff_eq_empty_iff_subset]
  unfold OrbitalPartition.IsReference
  rw [← h1, ← h2]
  constructor
  · rintro ⟨a, b, c⟩
    exact ⟨by omega, a, b⟩
  · rintro ⟨a, b, c⟩
    exact ⟨b, c, by omega⟩
```

## The nearest reference

The lower bound consists of the two inclusions from the derivation. For core holes, the equality of holes and particles is used to pass from $|R\setminus S|$ to $|S\setminus R|$.

```lean
/-- A reference with the electron number of `S` differs from `S` by at least as many particles
as `S` has core holes, and at least as many as it has virtual electrons. -/
theorem max_le_card_particles (P : OrbitalPartition ι) {n : ℕ} {R S : Finset ι}
    (hR : P.IsReference n R) (hc : R.card = S.card) :
    max (P.coreHoles S).card (P.virtualElectrons S).card ≤ (S \ R).card := by
  apply max_le
  · rw [← card_holes_eq_card_particles hc]
    exact card_le_card (sdiff_subset_sdiff hR.1 (Subset.refl S))
  · exact card_le_card (sdiff_subset_sdiff (Subset.refl S) hR.2.1)
```

Next comes the reference that attains the bound. The auxiliary statement `href` confirms that the core together with any `n` active spin orbitals is a reference. The case split compares the active electrons of `S` with `n`, and `T` is chosen to contain them or to be contained in them. In each case one inclusion gives the upper estimate, `max_le_card_particles` gives the lower one, and `le_antisymm` combines them into an equality.

```lean
/-- If the `n` active electrons fit into the active space and `S` has the electron number of the
references, some reference differs from `S` by exactly as many particles as the larger of the
numbers of core holes and virtual electrons of `S`. -/
theorem exists_nearest_reference (P : OrbitalPartition ι) {n : ℕ} {S : Finset ι}
    (hn : n ≤ P.active.card) (hS : S.card = P.core.card + n) :
    ∃ R, P.IsReference n R ∧
      (S \ R).card = max (P.coreHoles S).card (P.virtualElectrons S).card := by
  -- the core together with any n active spin orbitals is a reference
  have href : ∀ T ⊆ P.active, T.card = n → P.IsReference n (P.core ∪ T) := by
    intro T hT hc
    refine ⟨subset_union_left, union_subset_union_right hT, ?_⟩
    rw [union_inter_distrib_right, disjoint_iff_inter_eq_empty.mp P.disj, empty_union,
      inter_eq_left.mpr hT, hc]
  rcases le_total (S ∩ P.active).card n with h | h
  · -- few active electrons in S: the reference keeps them all
    obtain ⟨T, hST, hT, hc⟩ := exists_subsuperset_card_eq inter_subset_right h hn
    have hR := href T hT hc
    have hRS := ((isReference_iff P n _).mp hR).1.trans hS.symm
    refine ⟨_, hR, le_antisymm (le_trans (card_le_card ?_) (le_max_right _ _))
      (max_le_card_particles P hR hRS)⟩
    intro x hx
    simp only [OrbitalPartition.virtualElectrons, mem_sdiff, mem_union] at hx ⊢
    refine ⟨hx.1, ?_⟩
    rintro (hC | hA)
    · exact hx.2 (Or.inl hC)
    · exact hx.2 (Or.inr (hST (mem_inter.mpr ⟨hx.1, hA⟩)))
  · -- many active electrons in S: the reference takes n of them
    obtain ⟨T, hT, hc⟩ := exists_subset_card_eq h
    have hR := href T (hT.trans inter_subset_right) hc
    have hRS := ((isReference_iff P n _).mp hR).1.trans hS.symm
    refine ⟨_, hR, le_antisymm ?_ (max_le_card_particles P hR hRS)⟩
    rw [← card_holes_eq_card_particles hRS]
    refine le_trans (card_le_card ?_) (le_max_left _ _)
    intro x hx
    simp only [OrbitalPartition.coreHoles, mem_sdiff, mem_union] at hx ⊢
    rcases hx with ⟨hC | hA, hxS⟩
    · exact ⟨hC, hxS⟩
    · exact absurd (mem_inter.mp (hT hA)).1 hxS
```

## The membership criterion

The final theorem takes a partition, a replacement limit `k` and a determinant `S`. The hypothesis `hn` says that the active electrons fit into the active space; otherwise there would be no reference at all. The hypothesis `hS` fixes the electron number, as in a calculation on a system with a given charge. The conclusion is the equivalence derived above. For `k = 0` it says that `S` is itself a reference exactly when both counts vanish.

From left to right, the proof turns the replacements into a particle count and applies the lower bound. From right to left, it takes the nearest reference and converts its particle count back into replacements.

```lean
/-- Let the `n` active electrons fit into the active space and let `S` have the electron number
of the references. Then `S` lies within `k` replacements of some reference exactly when it has at
most `k` core holes and at most `k` virtual electrons. -/
theorem mem_multireference_space_iff (P : OrbitalPartition ι) {n : ℕ} (k : ℕ) {S : Finset ι}
    (hn : n ≤ P.active.card) (hS : S.card = P.core.card + n) :
    (∃ R, P.IsReference n R ∧ WithinReplacements k R S) ↔
      (P.coreHoles S).card ≤ k ∧ (P.virtualElectrons S).card ≤ k := by
  constructor
  · rintro ⟨R, hR, hk⟩
    obtain ⟨hc, hd⟩ := (withinReplacements_iff k R S).mp hk
    exact max_le_iff.mp ((max_le_card_particles P hR hc).trans hd)
  · intro h
    obtain ⟨R, hR, hd⟩ := exists_nearest_reference P hn hS
    have hc := ((isReference_iff P n R).mp hR).1.trans hS.symm
    exact ⟨R, hR, (withinReplacements_iff k R S).mpr ⟨hc, hd.le.trans (max_le_iff.mpr h)⟩⟩

end MultireferenceCI
```

In electronic-structure terms, setting `k = 2` gives a membership rule for uncontracted multireference CI with singles and doubles, provided that the references include all active occupations regardless of spin projection.

That proviso matters when replacements are counted in spin orbitals and the references share one value of $M_S$. Take core spin orbitals $c\alpha,c\beta$, active ones $a\alpha,a\beta,b\alpha,b\beta$, two active electrons, and the determinant $\{a\alpha,b\alpha,v\beta,w\beta\}$ with $v\beta$ and $w\beta$ virtual. It has $M_S=0$, two core holes and two virtual electrons, so the rule for `k = 2` admits it. Its nearest reference, $\{c\alpha,c\beta,a\alpha,b\alpha\}$, is two replacements away but has $M_S=1$. Every reference with $M_S=0$ holds one active $\alpha$ and one active $\beta$ electron, and is three replacements away. With such a restricted reference set, the larger count still bounds the distance from below, but it need not equal it.

This is not a reason to discard the determinant. Counted in spatial orbitals it is a double excitation, in which both electrons leave $c$, one for $v$ and one for $w$. The determinant $\{a\alpha,b\beta,v\alpha,w\beta\}$ is two replacements away from a reference with $M_S=0$, and $\hat S^2$ mixes it with the one above. A space that keeps the former and drops the latter is therefore not closed under $\hat S^2$.

```lean
#print axioms MultireferenceCI.mem_multireference_space_iff
```

```
'MultireferenceCI.mem_multireference_space_iff' depends on axioms: [propext, Classical.choice, Quot.sound]
```
